# Three pseudo partial waves of the form \(r^{l+1}(a+br^2)\) never admit dual projectors

In one angular-momentum channel \(l\) of a PAW dataset, let \(f_j\) be the pseudo partial waves, usually written \(\tilde\phi_j\), and \(p_i\) the projectors. The waves are radial functions that include the factor \(r\), so they start as \(r^{l+1}\) at the nucleus. The projectors vanish outside the augmentation radius \(R\) and act by \(p_i(f)=\int_0^R p_i(r)f(r)\,dr\). They have to satisfy the duality condition \(p_i(f_j)=\delta_{ij}\).

I pseudize each wave as \(r^{l+1}(a+br^2)\) inside \(R\), with \(a\) and \(b\) fixed by the value and slope of the all-electron wave at \(R\). To get the projectors I take trial functions \(\chi_i\), form the matrix \(M_{ij}=\int_0^R\chi_i f_j\,dr\) and invert it. With two waves this works. When I add a third wave at another energy, \(M\) comes out singular, although the three all-electron waves are clearly linearly independent. I have changed the energies and the trial functions, and nothing helps. What am I doing wrong?

## Two coefficients leave room for two waves

Neither the energies nor the trial functions are at fault. Your pseudization has two free coefficients, so inside the sphere all pseudo waves of the channel lie in a space of dimension at most two. Three vectors in such a space are linearly dependent, and dependent waves have no dual projectors. The independence of the all-electron waves is lost when each is reduced to two numbers.

A small case shows the conflict. Take \(f_0=r^{l+1}\), \(f_1=r^{l+1}(1+r^2)\) and \(f_2=f_0+f_1\). Duality demands \(p_2(f_0)=p_2(f_1)=0\), so linearity gives \(p_2(f_2)=0\), while duality also demands \(p_2(f_2)=1\).

**Duality means independence.** Suppose projectors exist and \(\sum_j c_jf_j=0\). Applying \(p_i\) gives

\[
0=\sum_j c_j\,p_i(f_j)=\sum_j c_j\delta_{ij}=c_i ,
\]

so every coefficient vanishes and the waves are independent. Conversely, if the waves are independent, each vector in their span has unique coefficients. Let \(p_i\) read off the \(i\)-th coefficient on the span, and set it to zero on a complementary subspace. These functionals are linear and satisfy duality.

**Too many waves make the matrix singular.** Let \(n\) waves lie in a space with basis \(e_0,\dots,e_{m-1}\), where \(m<n\), and write \(f_j=\sum_k A_{kj}e_k\). The system \(\sum_j A_{kj}c_j=0\) has \(m\) equations for \(n\) unknowns, so it has a solution \(c\neq0\), and then \(\sum_j c_jf_j=0\). For any linear functionals \(\chi_i\),

\[
\sum_j M_{ij}c_j=\sum_j\chi_i(f_j)\,c_j=\chi_i\Big(\sum_j c_jf_j\Big)=0 .
\]

The vector \(c\) is a null vector of \(M\), hence \(\det M=0\). If the functionals were already projectors, \(M\) would be the identity, with determinant one, which is a contradiction. For your three waves, \(c\) is any non-zero vector orthogonal to both \((a_0,a_1,a_2)\) and \((b_0,b_1,b_2)\).

**More terms make room for more waves.** Consider the longer form

\[
f_j(r)=r^{l+1}\sum_{k=0}^{m-1}c_{jk}\,r^{2k},\qquad 0<r<R .
\]

If a combination of such waves vanishes on the whole interval, division by \(r^{l+1}\neq0\) leaves a polynomial with infinitely many roots. That polynomial is zero, so all its coefficients are zero. The waves are therefore independent exactly when their coefficient vectors \((c_{j0},\dots,c_{j,m-1})\) are.

For three waves you thus need at least a term in \(r^4\) within this family, together with a further condition to fix its coefficient. The extra term alone is not enough: the \(3\times3\) matrix of coefficients must have a non-zero determinant. When all waves of a channel have this polynomial form inside one common radius and the projectors vanish outside it, the number of terms bounds the number of projectors in that channel.

## Waves as vectors, projectors as linear functionals

In the Lean code below, `V` is a vector space over a field `K`, which may be the real or the complex numbers. The finite type `ι` labels the waves, `f j` is a wave, and `p i : Dual K V` is a linear functional. `IsProjectorFamily p f` is the duality condition.

The general results say the following.

- `exists_projectors_iff`: projectors exist if and only if the waves are linearly independent.
- `overlap_det_eq_zero`: if all waves lie in a finite-dimensional subspace `W` whose dimension is smaller than their number, the matrix \(p_i(f_j)\) has determinant zero for every choice of functionals. This is your matrix \(M\), with `p` in the role of the trial functionals \(\chi\).
- `no_projectors`: under the same conditions no projectors exist.
- `exists_waves_with_projectors`: for every \(n\) up to the dimension of `W`, some \(n\) waves in `W` do have projectors.

The assumption `FiniteDimensional K W` matters, because Lean's `finrank` returns zero for an infinite-dimensional space.

The radial results use real functions on the open interval \(0<r<R\), written `Set.Ioo (0 : ℝ) R → ℝ`. `pseudoWave R l m` sends \(m\) coefficients to the wave displayed above. An integral against a projector makes sense only for suitably integrable functions, so the waves are placed in an arbitrary subspace `S` of functions, and the projectors need to act only there.

With this, `radial_projectors_iff` states that for \(R>0\) projectors on `S` exist exactly when the coefficient vectors `c j` are independent. `three_waves_no_projectors` is your case: three waves \(r^{l+1}(a_j+b_jr^2)\), with \(j=0,1,2\), have no projectors on any such `S`.

Some letters differ from PAW usage. `S` is a space of functions and not the PAW overlap operator, `m` counts coefficients and is not a magnetic quantum number, and "overlap" in a theorem name refers to the matrix \(p_i(f_j)\).

The functionals are purely algebraic, with no continuity or smoothness required. This strengthens the negative results, since integral projectors are among those excluded. It weakens the positive ones, which supply some linear functionals but not smooth functions of a prescribed shape.

The step from this model to your dataset is the localization of the projectors. Outside \(R\) your pseudo waves equal the all-electron waves and may well be independent there. The radial theorems apply because your projectors vanish outside \(R\) and so see only the part of each wave inside the sphere.

```lean
import Mathlib

open Module

namespace PAWPartialWaveCount

noncomputable section

variable {K V ι : Type*} [Field K] [AddCommGroup V] [Module K V]
  [Fintype ι] [DecidableEq ι]

/-- The linear functionals `p i` are projectors for the pseudo partial waves `f j`:
`p i (f j)` is one for `i = j` and zero otherwise. -/
def IsProjectorFamily (p : ι → Dual K V) (f : ι → V) : Prop :=
  ∀ i j, p i (f j) = if i = j then 1 else 0

/-- Finitely many pseudo partial waves admit projectors exactly when they are linearly
independent. -/
theorem exists_projectors_iff {f : ι → V} :
    (∃ p : ι → Dual K V, IsProjectorFamily p f) ↔ LinearIndependent K f := by
  constructor
  · rintro ⟨p, hp⟩
    have hp' : ∀ i j, p i (f j) = if i = j then 1 else 0 := hp
    rw [Fintype.linearIndependent_iff]
    intro c hc i
    -- the projector `p i` reads off the coefficient `c i`
    have h := congrArg (p i) hc
    simpa [hp'] using h
  · intro hf
    -- a left inverse of "coefficients ↦ wave" supplies the projectors
    obtain ⟨g, hg⟩ := (Finsupp.linearCombination K f).exists_leftInverse_of_injective
      (LinearMap.ker_eq_bot.mpr hf)
    refine ⟨fun i => (Finsupp.lapply i).comp g, fun i j => ?_⟩
    have h := LinearMap.congr_fun hg (Finsupp.single j 1)
    simp only [LinearMap.comp_apply, Finsupp.linearCombination_single, one_smul,
      LinearMap.id_apply] at h
    change g (f j) i = _
    rw [h]
    rcases eq_or_ne i j with rfl | e
    · simp
    · simp [e]

/-- If the pseudo partial waves lie in a finite-dimensional subspace whose dimension is smaller
than their number, the matrix `p i (f j)` is singular for every choice of linear
functionals `p i`. -/
theorem overlap_det_eq_zero (W : Submodule K V) [FiniteDimensional K W] {f : ι → V}
    (hW : finrank K W < Fintype.card ι) (hf : ∀ j, f j ∈ W) (p : ι → Dual K V) :
    (Matrix.of fun i j => p i (f j)).det = 0 := by
  have hdep : ¬ LinearIndependent K f := by
    intro h
    have h' : LinearIndependent K (fun j => (⟨f j, hf j⟩ : W)) :=
      LinearIndependent.of_comp W.subtype h
    exact absurd h'.fintype_card_le_finrank (not_le_of_gt hW)
  rw [Fintype.not_linearIndependent_iff] at hdep
  obtain ⟨c, hc, i, hi⟩ := hdep
  -- the coefficients of the vanishing combination form a null vector
  refine Matrix.exists_mulVec_eq_zero_iff.mp ⟨c, fun h => hi (congrFun h i), ?_⟩
  ext k
  have h := congrArg (p k) hc
  simpa [Matrix.mulVec, dotProduct, mul_comm] using h

/-- Pseudo partial waves that lie in a finite-dimensional subspace whose dimension is smaller
than their number admit no projectors. -/
theorem no_projectors (W : Submodule K V) [FiniteDimensional K W] {f : ι → V}
    (hW : finrank K W < Fintype.card ι) (hf : ∀ j, f j ∈ W) :
    ¬ ∃ p : ι → Dual K V, IsProjectorFamily p f := by
  rintro ⟨p, hp⟩
  have h := overlap_det_eq_zero W hW hf p
  -- duality would make the singular matrix the identity
  have h1 : (Matrix.of fun i j => p i (f j)) = 1 := by
    ext i j
    simp [Matrix.one_apply, hp i j]
  rw [h1, Matrix.det_one] at h
  exact one_ne_zero h

/-- A finite-dimensional subspace contains `n` pseudo partial waves with projectors for every `n` up
to its dimension. -/
theorem exists_waves_with_projectors (W : Submodule K V) [FiniteDimensional K W] {n : ℕ}
    (hn : n ≤ finrank K W) :
    ∃ f : Fin n → V, (∀ j, f j ∈ W) ∧ ∃ p : Fin n → Dual K V, IsProjectorFamily p f := by
  let b := Module.finBasis K W
  refine ⟨fun j => (b (Fin.castLE hn j) : V), fun j => (b (Fin.castLE hn j)).2, ?_⟩
  rw [exists_projectors_iff]
  exact (b.linearIndependent.comp _ (Fin.castLE_injective hn)).map' W.subtype W.ker_subtype

/-- The radial pseudo wave `r^(l+1) (c₀ + c₁ r² + ⋯ + c₍ₘ₋₁₎ r^(2(m-1)))` on `0 < r < R`,
as a linear function of its `m` coefficients. -/
def pseudoWave (R : ℝ) (l m : ℕ) : (Fin m → ℝ) →ₗ[ℝ] (Set.Ioo (0 : ℝ) R → ℝ) where
  toFun c r := (r : ℝ) ^ (l + 1) * ∑ k, c k * (r : ℝ) ^ (2 * (k : ℕ))
  map_add' c d := by
    ext r
    simp only [Pi.add_apply, add_mul, Finset.sum_add_distrib, mul_add]
  map_smul' a c := by
    ext r
    simp only [Pi.smul_apply, smul_eq_mul, RingHom.id_apply, Finset.mul_sum]
    exact Finset.sum_congr rfl fun k _ => by ring

/-- Inside a sphere of positive radius, the radial pseudo wave determines its coefficients. -/
theorem pseudoWave_injective {R : ℝ} (hR : 0 < R) (l m : ℕ) :
    Function.Injective (pseudoWave R l m) := by
  rw [injective_iff_map_eq_zero]
  intro c hc
  -- the polynomial factor vanishes on a whole interval
  have hP : (∑ k : Fin m, Polynomial.C (c k) * Polynomial.X ^ (2 * (k : ℕ))) = 0 := by
    refine Polynomial.eq_zero_of_infinite_isRoot _ ((Set.Ioo_infinite hR).mono ?_)
    intro r hr
    have h : r ^ (l + 1) * ∑ k, c k * r ^ (2 * (k : ℕ)) = 0 := congrFun hc ⟨r, hr⟩
    have h' := (mul_eq_zero.mp h).resolve_left (pow_ne_zero _ hr.1.ne')
    change Polynomial.eval r _ = 0
    simpa [Polynomial.eval_finsetSum] using h'
  funext k
  have h := congrArg (fun q => Polynomial.coeff q (2 * (k : ℕ))) hP
  simpa [Polynomial.finsetSum_coeff, Polynomial.coeff_X_pow, Fin.val_inj] using h

/-- Let radial pseudo waves with coefficient vectors `c j` lie in a space `S` of functions inside
a sphere of positive radius. Projectors acting on `S` exist exactly when the coefficient vectors
are linearly independent. -/
theorem radial_projectors_iff {R : ℝ} (hR : 0 < R) (l m : ℕ)
    (S : Submodule ℝ (Set.Ioo (0 : ℝ) R → ℝ)) (c : ι → Fin m → ℝ) (f : ι → S)
    (hf : ∀ j, (f j : Set.Ioo (0 : ℝ) R → ℝ) = pseudoWave R l m (c j)) :
    (∃ p : ι → Dual ℝ S, IsProjectorFamily p f) ↔ LinearIndependent ℝ c := by
  have h1 : LinearIndependent ℝ (S.subtype ∘ f) ↔ LinearIndependent ℝ f :=
    LinearMap.linearIndependent_iff _ S.ker_subtype
  have h2 : LinearIndependent ℝ (pseudoWave R l m ∘ c) ↔ LinearIndependent ℝ c :=
    LinearMap.linearIndependent_iff _ (LinearMap.ker_eq_bot.mpr (pseudoWave_injective hR l m))
  have h : S.subtype ∘ f = pseudoWave R l m ∘ c := funext hf
  rw [exists_projectors_iff, ← h1, h, h2]

/-- Three waves of one channel pseudized as `r^(l+1) (a + b r²)` inside the sphere admit no
projectors, whatever space `S` of functions inside the sphere the projectors act on. -/
theorem three_waves_no_projectors (R : ℝ) (l : ℕ)
    (S : Submodule ℝ (Set.Ioo (0 : ℝ) R → ℝ)) (a b : Fin 3 → ℝ) (f : Fin 3 → S)
    (hf : ∀ j (r : Set.Ioo (0 : ℝ) R),
      (f j : Set.Ioo (0 : ℝ) R → ℝ) r = (r : ℝ) ^ (l + 1) * (a j + b j * (r : ℝ) ^ 2)) :
    ¬ ∃ p : Fin 3 → Dual ℝ S, IsProjectorFamily p f := by
  intro hp
  have hind : LinearIndependent ℝ (S.subtype ∘ f) :=
    (exists_projectors_iff.mp hp).map' S.subtype S.ker_subtype
  -- all three waves lie in the image of the two-dimensional coefficient space
  have hdim : finrank ℝ (LinearMap.range (pseudoWave R l 2)) < Fintype.card (Fin 3) := by
    have h := LinearMap.finrank_range_le (pseudoWave R l 2)
    rw [Module.finrank_fin_fun] at h
    rw [Fintype.card_fin]
    omega
  refine no_projectors (LinearMap.range (pseudoWave R l 2)) hdim (fun j => ?_)
    (exists_projectors_iff.mpr hind)
  refine ⟨![a j, b j], funext fun r => ?_⟩
  change _ = (f j : Set.Ioo (0 : ℝ) R → ℝ) r
  rw [hf j r]
  simp [pseudoWave, Fin.sum_univ_two]

end

end PAWPartialWaveCount
```

```lean
#print axioms PAWPartialWaveCount.exists_waves_with_projectors
#print axioms PAWPartialWaveCount.radial_projectors_iff
#print axioms PAWPartialWaveCount.three_waves_no_projectors
```

```
'PAWPartialWaveCount.exists_waves_with_projectors' depends on axioms: [propext, Classical.choice, Quot.sound]
'PAWPartialWaveCount.radial_projectors_iff' depends on axioms: [propext, Classical.choice, Quot.sound]
'PAWPartialWaveCount.three_waves_no_projectors' depends on axioms: [propext, Classical.choice, Quot.sound]
```

## From a vanishing combination to a zero determinant

The first half of `exists_projectors_iff` starts from a vanishing combination `hc` and applies `p i` to both sides with `congrArg (p i) hc`. Simplification with the duality condition leaves \(c_i=0\). For the second half, `Finsupp.linearCombination K f` is the map from coefficients to waves. Independence makes it injective, so it has a linear left inverse `g`, which recovers the coefficients. The projector \(p_i\) is `g` followed by the selection of component \(i\). Choosing `g` on all of `V` does the work of the complementary subspace in the derivation above.

In `overlap_det_eq_zero`, the intermediate claim `hdep` says that the waves are dependent. Otherwise they would be independent inside `W`, and `fintype_card_le_finrank` would bound their number by its dimension. Dependence yields coefficients `c` that are not all zero. Applying each `p k` to the vanishing combination shows that `c` is a null vector, and `Matrix.exists_mulVec_eq_zero_iff` turns this into a zero determinant. `no_projectors` then observes that duality makes the matrix equal to `1`, whose determinant is one.

`exists_waves_with_projectors` takes the first \(n\) vectors of a basis of `W`. They are independent in `W` and remain so in `V`, so the equivalence provides the projectors.

The definition of `pseudoWave` includes the proof that the wave depends linearly on its coefficients. `pseudoWave_injective` follows the polynomial argument: the factor \(r^{l+1}\) is removed because \(r>0\), `Polynomial.eq_zero_of_infinite_isRoot` shows that the remaining polynomial is zero, and the coefficient of \(r^{2k}\) is then compared for each \(k\).

In `radial_projectors_iff`, independence is carried through two injective maps. `h1` relates the waves as elements of `S` to the same waves as plain functions, and `h2` relates those functions to their coefficient vectors. Combined with `exists_projectors_iff`, they give the stated equivalence.

For `three_waves_no_projectors`, projectors on `S` would make the waves independent, first in `S` and then as functions on the interval. By the equivalence they would also have projectors on the space of all functions there. But each wave is the image of `![a j, b j]` under `pseudoWave R l 2`, and the range of that map has dimension at most two. With three waves in this range, `no_projectors` gives the contradiction.
